# For $N$ Hückel levels at distance at least $D \ge T > 0$ from a fixed Fermi level, Fermi smearing raises the energy by at most $2ND\exp(-D/T)$

Q: I compare the π energies of two molecules, computed with Fermi-smeared occupations. Smearing shifts both energies. I would like to know in advance how large the shift can be, so that I don't mistake an effect of the temperature for one of the bonding. What can you offer?

A: A bound for non-interacting levels with a fixed Fermi level. Take $N$ orbital energies $e_i$, measured from the Fermi level, and let $T$ be the temperature in energy units, $k_BT$ in textbook notation. The occupation per spin is $f_i = 1/(1+\exp(e_i/T))$, and the smeared energy is $\sum_i 2e_if_i$. If the levels sum to zero and all satisfy $|e_i| \ge D \ge T > 0$, this energy lies strictly above $-\sum_i|e_i|$, by at most $2ND\exp(-D/T)$. At $D = 10T$ that is less than $10^{-4}D$ per level.

Q: How are the levels and occupations represented?

A: The levels are a function `e : ι → ℝ` on a finite index type `ι`, so degenerate levels are counted separately. $N$ is `Fintype.card ι`, the number of orbitals and not of electrons.

```lean
import Mathlib

open Finset

namespace HueckelSmearing

noncomputable section

variable {ι : Type*} [Fintype ι]

/-- Fermi occupation of a level at energy `x` from the Fermi level, at temperature `T ≠ 0`
in energy units. -/
def fermi (T x : ℝ) : ℝ := 1 / (1 + Real.exp (x / T))

/-- Energy of the levels `e` with two spin states each, filled by Fermi occupations at
temperature `T ≠ 0`. -/
def smearedEnergy (T : ℝ) (e : ι → ℝ) : ℝ := ∑ i, 2 * e i * fermi T (e i)
```

Q: And the reference energy? If you define it as $-\sum_i|e_i|$, you have assumed part of the physics.

A: It is defined by filling: levels below the Fermi level hold two electrons, the others none.

```lean
/-- Zero-temperature energy: levels below the Fermi level are doubly filled, the others
contribute nothing. -/
def groundEnergy (e : ι → ℝ) : ℝ := ∑ i, 2 * min (e i) 0
```

The familiar expression then follows. For either sign of $e_i$, $2\min(e_i,0) = e_i - |e_i|$. Summing over $i$ and using $\sum_i e_i = 0$ leaves $-\sum_i|e_i|$. The Lean proof checks the two signs separately and then sums.

```lean
/-- If the level energies sum to zero, the zero-temperature energy is minus the sum of their
absolute values. -/
theorem groundEnergy_eq_neg_sum_abs (e : ι → ℝ) (h : ∑ i, e i = 0) :
    groundEnergy e = -∑ i, |e i| := by
  have key : ∀ i, 2 * min (e i) 0 = e i - |e i| := by
    intro i
    rcases le_total 0 (e i) with hi | hi
    · rw [min_eq_right hi, abs_of_nonneg hi]; ring
    · rw [min_eq_left hi, abs_of_nonpos hi]; ring
  unfold groundEnergy
  simp only [key, Finset.sum_sub_distrib, h, zero_sub]
```

Q: Why should the levels sum to zero?

A: In Hückel theory with equal Coulomb integrals $\alpha$ on all atoms, the trace of the Hamiltonian is $N\alpha$. Measured from $\alpha$, the eigenvalues therefore sum to zero. Our $e_i$ are measured from the Fermi level, so they sum to zero when the Fermi level lies at $\alpha$. The theorem takes the zero sum as the hypothesis `hsum`; no Hückel matrix appears.

Q: Filled levels lose electrons and empty ones gain them. Don't the two effects partly cancel?

A: No, both raise the energy. Write $x$ for a level energy. If $x \ge 0$, the zero-temperature contribution is zero and the excess is $2x/(1+\exp(x/T))$. If $x < 0$, the excess is
$$2xf(x) - 2x = 2|x|\,(1-f(x)) = 2|x|\,f(-x) = \frac{2|x|}{1+\exp(|x|/T)},$$
where $f(x) = 1/(1+\exp(x/T))$, so that $1-f(x) = f(-x)$. In Lean the negative case is done by clearing denominators and using $\exp(x/T)\exp(-x/T) = 1$.

```lean
/-- Smearing raises the energy of one level by `2|x| / (1 + exp(|x|/T))`, whether the level is
filled or empty at zero temperature. -/
theorem level_excess (T x : ℝ) :
    2 * x * fermi T x - 2 * min x 0 = 2 * |x| / (1 + Real.exp (|x| / T)) := by
  unfold fermi
  rcases le_total 0 x with hx | hx
  · rw [min_eq_right hx, abs_of_nonneg hx]; ring
  · -- a filled level: the hole occupation is the Fermi function of the opposite energy
    rw [min_eq_left hx, abs_of_nonpos hx, neg_div]
    have ha : 1 / (1 + Real.exp (x / T)) * (1 + Real.exp (x / T)) = 1 :=
      one_div_mul_cancel (by positivity)
    have hEF : Real.exp (x / T) * Real.exp (-(x / T)) = 1 := by
      rw [← Real.exp_add, add_neg_cancel, Real.exp_zero]
    rw [eq_div_iff (by positivity)]
    linear_combination 2 * x * Real.exp (-(x / T)) * ha
      - 2 * x * (1 / (1 + Real.exp (x / T))) * hEF
```

Summing over the levels gives the total excess.

```lean
/-- The total smearing excess is the sum of the excesses of the single levels. -/
theorem excess_eq (T : ℝ) (e : ι → ℝ) :
    smearedEnergy T e - groundEnergy e = ∑ i, 2 * |e i| / (1 + Real.exp (|e i| / T)) := by
  unfold smearedEnergy groundEnergy
  rw [← Finset.sum_sub_distrib]
  exact Finset.sum_congr rfl fun i _ => level_excess T (e i)
```

Q: Where does the exponential bound come from?

A: From two estimates. Let $y = |x|$. Dropping the 1 in the denominator gives
$$\frac{2y}{1+\exp(y/T)} \le 2y\exp(-y/T).$$

```lean
/-- The excess of a level at distance `y ≥ 0` from the Fermi level is at most its Boltzmann
estimate `2 y exp(-y/T)`. -/
theorem excess_le_boltzmann (T : ℝ) {y : ℝ} (hy : 0 ≤ y) :
    2 * y / (1 + Real.exp (y / T)) ≤ 2 * (y * Real.exp (-y / T)) := by
  have h : Real.exp (-y / T) * Real.exp (y / T) = 1 := by
    rw [← Real.exp_add, neg_div, neg_add_cancel, Real.exp_zero]
  have h2 : 2 * (y * Real.exp (-y / T)) * (1 + Real.exp (y / T))
      = 2 * y + 2 * (y * Real.exp (-y / T)) := by
    linear_combination 2 * y * h
  rw [div_le_iff₀ (by positivity), h2]
  linarith [mul_nonneg hy (Real.exp_pos (-y / T)).le]
```

The second estimate replaces $y$ by $D$. The exponential lies above its tangent, so for $y \ge D \ge T$
$$D\exp\!\left(\frac{y-D}{T}\right) \ge D + \frac{D}{T}(y-D) \ge D + (y-D) = y.$$
Multiplying by $\exp(-y/T)$ gives $y\exp(-y/T) \le D\exp(-D/T)$. In the code, `h1` is the step that uses $D/T \ge 1$, and `h2` is the tangent inequality.

```lean
/-- Beyond the thermal energy `T > 0`, the product of distance and Boltzmann factor does not
increase with distance. -/
theorem mul_boltzmann_le {T D y : ℝ} (hT : 0 < T) (hD : T ≤ D) (hy : D ≤ y) :
    y * Real.exp (-y / T) ≤ D * Real.exp (-D / T) := by
  have hD0 : 0 < D := lt_of_lt_of_le hT hD
  have h1 : y - D ≤ D * ((y - D) / T) := by
    rw [← mul_div_assoc, le_div_iff₀ hT]
    nlinarith [mul_nonneg (sub_nonneg.mpr hy) (sub_nonneg.mpr hD)]
  -- the exponential lies above its tangent
  have h2 := mul_le_mul_of_nonneg_left (Real.add_one_le_exp ((y - D) / T)) hD0.le
  have h3 : y ≤ D * Real.exp ((y - D) / T) := by linarith
  have h4 : (y - D) / T + -y / T = -D / T := by ring
  calc y * Real.exp (-y / T)
      ≤ D * Real.exp ((y - D) / T) * Real.exp (-y / T) :=
        mul_le_mul_of_nonneg_right h3 (Real.exp_pos _).le
    _ = D * Real.exp (-D / T) := by rw [mul_assoc, ← Real.exp_add, h4]
```

Each level therefore adds at most $2D\exp(-D/T)$, and $N$ levels add at most $2ND\exp(-D/T)$. Each contribution is also positive, because $|e_i| \ge D > 0$; with at least one level, the sum is positive. The next theorem combines these facts and doesn't need the levels to sum to zero.

```lean
/-- For one or more levels at distance at least `D ≥ T > 0` from the Fermi level, smearing
raises the energy by a positive amount, at most `2 N D exp(-D/T)` for `N` levels. -/
theorem excess_bounds [Nonempty ι] {T D : ℝ} (e : ι → ℝ) (hT : 0 < T) (hD : T ≤ D)
    (he : ∀ i, D ≤ |e i|) :
    groundEnergy e < smearedEnergy T e ∧
      smearedEnergy T e - groundEnergy e ≤ 2 * Fintype.card ι * D * Real.exp (-D / T) := by
  constructor
  · rw [← sub_pos, excess_eq]
    refine Finset.sum_pos (fun i _ => ?_) Finset.univ_nonempty
    have hi : 0 < |e i| := by linarith [he i]
    positivity
  · rw [excess_eq]
    have h : ∑ i, 2 * |e i| / (1 + Real.exp (|e i| / T))
        ≤ ∑ _i : ι, 2 * (D * Real.exp (-D / T)) := by
      refine Finset.sum_le_sum fun i _ => ?_
      linarith [excess_le_boltzmann T (abs_nonneg (e i)), mul_boltzmann_le hT hD (he i)]
    rw [Finset.sum_const, Finset.card_univ, nsmul_eq_mul] at h
    linarith
```

Q: Then the zero sum only changes how the reference energy is written?

A: Yes. The main theorem substitutes $-\sum_i|e_i|$ for the ground energy and applies the previous result.

```lean
/-- For `N ≥ 1` levels that sum to zero, each at distance at least `D ≥ T > 0` from the Fermi
level, the smeared energy exceeds `-∑ |e i|` by a positive amount, at most
`2 N D exp(-D/T)`. -/
theorem smeared_hueckel_energy [Nonempty ι] {T D : ℝ} (e : ι → ℝ) (hsum : ∑ i, e i = 0)
    (hT : 0 < T) (hD : T ≤ D) (he : ∀ i, D ≤ |e i|) :
    -∑ i, |e i| < smearedEnergy T e ∧
      smearedEnergy T e - (-∑ i, |e i|) ≤ 2 * Fintype.card ι * D * Real.exp (-D / T) := by
  rw [← groundEnergy_eq_neg_sum_abs e hsum]
  exact excess_bounds e hT hD he
```

In words: for a nonempty set of levels that sum to zero, with every $|e_i| \ge D$ and $D \ge T > 0$, the first part says that the smeared energy is strictly higher, and the second bounds the difference. A single level can't meet these conditions, since it would have to be zero, so the smallest case is a pair such as the π levels of ethylene. Note that $D$ is a distance from the Fermi level; the gap between filled and empty levels is at least $2D$.

Q: My molecule has a fixed number of electrons. Your Fermi level doesn't move.

A: That is the step you have to supply: the chemical potential must stay at zero for your electron number at temperature $T$. For a neutral alternant hydrocarbon it does, because the levels come in pairs $\pm e$ and $f(e)+f(-e)=1$. For levels $-2, 1, 1$ in some energy unit, the electron number at zero chemical potential changes with temperature, so the theorem doesn't cover a molecule with these levels and fixed charge. Also, the energy here has no entropy term $-TS$, so this is not a statement about the free energy.

Q: Is the bound much too generous?

A: Not when all levels lie at the same distance $D$. Since $\exp(-D/T)\,(1+\exp(D/T)) = \exp(-D/T)+1 \le 2$, each level contributes at least $D\exp(-D/T)$, half the upper estimate. Levels that lie many $T$ farther away than $D$ contribute far less, so for a molecule with widely spread levels the bound can be much larger than the actual shift.

```lean
/-- If all `N` levels lie at the same distance `D` from the Fermi level and `T > 0`, the excess
is at least `N D exp(-D/T)`, half of the upper bound. -/
theorem excess_lower_bound {T D : ℝ} (e : ι → ℝ) (hT : 0 < T) (he : ∀ i, |e i| = D) :
    Fintype.card ι * D * Real.exp (-D / T) ≤ smearedEnergy T e - groundEnergy e := by
  rw [excess_eq]
  have h : ∑ _i : ι, D * Real.exp (-D / T)
      ≤ ∑ i, 2 * |e i| / (1 + Real.exp (|e i| / T)) := by
    refine Finset.sum_le_sum fun i _ => ?_
    have hD : 0 ≤ D := he i ▸ abs_nonneg (e i)
    have hF : Real.exp (-D / T) ≤ 1 :=
      Real.exp_le_one_iff.mpr (div_nonpos_of_nonpos_of_nonneg (by linarith) hT.le)
    have hEF : Real.exp (-D / T) * Real.exp (D / T) = 1 := by
      rw [← Real.exp_add, neg_div, neg_add_cancel, Real.exp_zero]
    have h2 : D * Real.exp (-D / T) * (1 + Real.exp (D / T))
        = D * Real.exp (-D / T) + D := by
      linear_combination D * hEF
    rw [he i, le_div_iff₀ (by positivity), h2]
    linarith [mul_le_mul_of_nonneg_left hF hD]
  rw [Finset.sum_const, Finset.card_univ, nsmul_eq_mul] at h
  linarith
```

Q: And if there is no gap?

A: The tangent inequality also gives $y/T \le \exp(y/T-1)$, hence $y\exp(-y/T) \le T\exp(-1)$ for every $y \ge 0$. The excess is then at most $2NT\exp(-1)$, wherever the levels lie.

```lean
/-- For any `N` levels, with or without a gap, smearing at temperature `T > 0` raises the energy
by at most `2 N T exp(-1)`. -/
theorem excess_le_gapless {T : ℝ} (e : ι → ℝ) (hT : 0 < T) :
    smearedEnergy T e - groundEnergy e ≤ 2 * Fintype.card ι * T * Real.exp (-1) := by
  rw [excess_eq]
  have h : ∑ i, 2 * |e i| / (1 + Real.exp (|e i| / T))
      ≤ ∑ _i : ι, 2 * (T * Real.exp (-1)) := by
    refine Finset.sum_le_sum fun i _ => ?_
    have h1 : |e i| / T ≤ Real.exp (|e i| / T - 1) := by
      linarith [Real.add_one_le_exp (|e i| / T - 1)]
    have h2 : |e i| ≤ Real.exp (|e i| / T - 1) * T := (div_le_iff₀ hT).mp h1
    have h3 := mul_le_mul_of_nonneg_right h2 (Real.exp_pos (-|e i| / T)).le
    have h4 : |e i| / T - 1 + -|e i| / T = -1 := by ring
    have h5 : Real.exp (|e i| / T - 1) * T * Real.exp (-|e i| / T) = T * Real.exp (-1) := by
      rw [← h4, Real.exp_add]; ring
    linarith [excess_le_boltzmann T (abs_nonneg (e i))]
  rw [Finset.sum_const, Finset.card_univ, nsmul_eq_mul] at h
  linarith
```

Q: Could I keep the exponential bound for $D$ smaller than $T$?

A: Not in general. Take the levels $T$ and $-T$ with $D = T/10$. The bound would be $0.4\,T\exp(-0.1)$, below $0.4\,T$, while the excess is $4T/(1+\exp(1))$, which is more than $T$ because $\exp(1) < 3$. So $D \ge T$ can't be relaxed to $D \ge T/10$, and $D > 0$ alone is not enough either. In this example $D$ is only a lower bound on the distances. Adding the levels $\pm T/10$ makes it the actual smallest distance: the excess grows, while the bound becomes $0.8\,T\exp(-0.1)$, still below $T$.

```lean
/-- The two levels `T` and `-T` with `D = T/10` and `T > 0` violate the bound
`2 N D exp(-D/T)`. -/
theorem bound_fails_for_small_gap {T : ℝ} (hT : 0 < T) :
    2 * 2 * (T / 10) * Real.exp (-(T / 10) / T)
      < smearedEnergy T ![T, -T] - groundEnergy ![T, -T] := by
  have h0 : (![T, -T] : Fin 2 → ℝ) 0 = T := rfl
  have h1 : (![T, -T] : Fin 2 → ℝ) 1 = -T := rfl
  rw [excess_eq, Fin.sum_univ_two, h0, h1, abs_neg, abs_of_pos hT, div_self hT.ne']
  have hF : Real.exp (-(T / 10) / T) ≤ 1 :=
    Real.exp_le_one_iff.mpr (div_nonpos_of_nonpos_of_nonneg (by linarith) hT.le)
  -- each level contributes at least T/2, since e < 3
  have he : 0 < 3 - Real.exp 1 := by linarith [Real.exp_one_lt_d9]
  have hlow : T / 2 ≤ 2 * T / (1 + Real.exp 1) := by
    rw [le_div_iff₀ (by positivity)]
    nlinarith [mul_pos hT he]
  linarith [mul_le_mul_of_nonneg_left hF hT.le]

end

end HueckelSmearing
```

```lean
#print axioms HueckelSmearing.smeared_hueckel_energy
-- 'HueckelSmearing.smeared_hueckel_energy' depends on axioms: [propext, Classical.choice, Quot.sound]
#print axioms HueckelSmearing.excess_lower_bound
-- 'HueckelSmearing.excess_lower_bound' depends on axioms: [propext, Classical.choice, Quot.sound]
#print axioms HueckelSmearing.excess_le_gapless
-- 'HueckelSmearing.excess_le_gapless' depends on axioms: [propext, Classical.choice, Quot.sound]
#print axioms HueckelSmearing.bound_fails_for_small_gap
-- 'HueckelSmearing.bound_fails_for_small_gap' depends on axioms: [propext, Classical.choice, Quot.sound]
```
